# The gap between the projected inverse of a positive definite coordinate and its DVR inverse is a weighted square of the residual

In a discrete variable representation (DVR), the inverse of a coordinate can be approximated by projecting the coordinate matrix on a basis and inverting the result. The theorem `inverse_gap` compares this with projecting the true inverse, for a finite, positive definite complex matrix `X` and a finite set of orthonormal basis functions, the columns of `Q`. It states that `Qᴴ * X⁻¹ * Q - (Qᴴ * X * Q)⁻¹` equals `Dᴴ * X * D`, where `D` is the residual `X⁻¹ * Q - Q * (Qᴴ * X * Q)⁻¹`. The proof names the DVR inverse `R`, expands the square on the right, and reduces three of its four products to `R`.

The first attempt, which Lean rejects:

```lean
import Mathlib

open Matrix
open scoped ComplexOrder

namespace InverseGap

variable {n m : Type*} [Fintype n] [DecidableEq n] [Fintype m] [DecidableEq m]

/-- The difference between applying `X⁻¹` to the basis and applying the DVR inverse within the
basis, for invertible `X` and `Qᴴ X Q`. -/
noncomputable def residual (X : Matrix n n ℂ) (Q : Matrix n m ℂ) : Matrix n m ℂ :=
  X⁻¹ * Q - Q * (Qᴴ * X * Q)⁻¹

omit [DecidableEq n] in
/-- A positive definite coordinate stays positive definite when projected on orthonormal
basis functions. -/
theorem projected_posDef {X : Matrix n n ℂ} {Q : Matrix n m ℂ} (hX : X.PosDef)
    (hQ : Qᴴ * Q = 1) : (Qᴴ * X * Q).PosDef := by
  apply hX.conjTranspose_mul_mul_same
  intro a b h
  have h1 := congrArg (fun w => Qᴴ *ᵥ w) h
  simpa [Matrix.mulVec_mulVec, hQ] using h1

/-- For positive definite `X` and orthonormal basis functions, the projected inverse exceeds
the DVR inverse by the square of the residual, weighted with `X`. -/
theorem inverse_gap {X : Matrix n n ℂ} {Q : Matrix n m ℂ} (hX : X.PosDef)
    (hQ : Qᴴ * Q = 1) :
    Qᴴ * X⁻¹ * Q - (Qᴴ * X * Q)⁻¹ = (residual X Q)ᴴ * X * residual X Q := by
  have hS := projected_posDef hX hQ
  have hd := (Matrix.isUnit_iff_isUnit_det _).1 hX.isUnit
  have hXi : (X⁻¹)ᴴ = X⁻¹ := hX.isHermitian.inv.eq
  have hRi := hS.isHermitian.inv.eq
  have hSR := Matrix.mul_nonsing_inv _ ((Matrix.isUnit_iff_isUnit_det _).1 hS.isUnit)
  unfold residual
  generalize (Qᴴ * X * Q)⁻¹ = R at hRi hSR ⊢
  have hXW : X * (X⁻¹ * Q - Q * R) = Q - X * Q * R := by
    rw [Matrix.mul_sub, ← Matrix.mul_assoc, Matrix.mul_nonsing_inv _ hd, Matrix.one_mul,
      ← Matrix.mul_assoc]
  -- the three cross terms all reduce to the DVR inverse `R`
  have e1 : Qᴴ * X⁻¹ * (X * Q * R) = R := by
    calc _ = Qᴴ * (X⁻¹ * X) * Q * R := by simp only [Matrix.mul_assoc]
      _ = R := by rw [Matrix.nonsing_inv_mul _ hd, Matrix.mul_one, hQ, Matrix.one_mul]
  have e2 : R * Qᴴ * Q = R := by rw [Matrix.mul_assoc, hQ, Matrix.mul_one]
  have e3 : R * Qᴴ * (X * Q * R) = R := by
    calc _ = R * (Qᴴ * X * Q * R) := by simp only [Matrix.mul_assoc]
      _ = R := by rw [hSR, Matrix.mul_one]
  rw [Matrix.mul_assoc, hXW, Matrix.conjTranspose_sub, Matrix.conjTranspose_mul,
    Matrix.conjTranspose_mul, hXi, hRi, Matrix.sub_mul, Matrix.mul_sub, Matrix.mul_sub,
    e1, e2, e3]
  abel

end InverseGap
```

Messages:

```
Main.lean:48:24: error: Tactic `rewrite` failed: Did not find an occurrence of the pattern
  X * (X⁻¹ * Q - Q * R)
in the target expression
  Qᴴ * (X⁻¹ * Q) - R = (X⁻¹ * Q - Q * R)ᴴ * X * (X⁻¹ * Q - Q * R)

n : Type u_1
m : Type u_2
inst✝³ : Fintype n
inst✝² : DecidableEq n
inst✝¹ : Fintype m
inst✝ : DecidableEq m
X : Matrix n n ℂ
Q : Matrix n m ℂ
hX : X.PosDef
hQ : Qᴴ * Q = 1
hS : (Qᴴ * X * Q).PosDef
hd : IsUnit X.det
hXi : X⁻¹ᴴ = X⁻¹
R : Matrix m m ℂ
hRi : Rᴴ = R
hSR : Qᴴ * X * Q * R = 1
hXW : X * (X⁻¹ * Q - Q * R) = Q - X * Q * R
e1 : Qᴴ * X⁻¹ * (X * Q * R) = R
e2 : R * Qᴴ * Q = R
e3 : R * Qᴴ * (X * Q * R) = R
⊢ Qᴴ * (X⁻¹ * Q) - R = (X⁻¹ * Q - Q * R)ᴴ * X * (X⁻¹ * Q - Q * R)
```

Cause. The error says that `rw` could not find `X * (X⁻¹ * Q - Q * R)`, the left side of `hXW`, in the goal. The step before it is to blame. `Matrix.mul_assoc` was given without arguments, so `rw` fixed them from the first match it found, which was `Qᴴ * X⁻¹ * Q` on the left of the equation. The printed goal shows that product regrouped as `Qᴴ * (X⁻¹ * Q)`, while the right side is still grouped as `(X⁻¹ * Q - Q * R)ᴴ * X * (X⁻¹ * Q - Q * R)`. There `X` is multiplied with the factor before it, so the product that `hXW` needs does not occur as a term.

The repair gives `Matrix.mul_assoc` its three factors, so that it regroups the right side and brings `X` together with the last factor. `hXW` then applies, and the remaining rewrites and `abel` finish the proof. The changed comment is mere tidying: it had called all three reduced products cross terms, but only two of them are.

The repair, with which the file compiles:

```diff
@@ -38,5 +38,5 @@
     rw [Matrix.mul_sub, ← Matrix.mul_assoc, Matrix.mul_nonsing_inv _ hd, Matrix.one_mul,
       ← Matrix.mul_assoc]
-  -- the three cross terms all reduce to the DVR inverse `R`
+  -- three of the four products in the expanded square reduce to the DVR inverse `R`
   have e1 : Qᴴ * X⁻¹ * (X * Q * R) = R := by
     calc _ = Qᴴ * (X⁻¹ * X) * Q * R := by simp only [Matrix.mul_assoc]
@@ -46,5 +46,6 @@
     calc _ = R * (Qᴴ * X * Q * R) := by simp only [Matrix.mul_assoc]
       _ = R := by rw [hSR, Matrix.mul_one]
-  rw [Matrix.mul_assoc, hXW, Matrix.conjTranspose_sub, Matrix.conjTranspose_mul,
+  rw [Matrix.mul_assoc (X⁻¹ * Q - Q * R)ᴴ X (X⁻¹ * Q - Q * R), hXW,
+    Matrix.conjTranspose_sub, Matrix.conjTranspose_mul,
     Matrix.conjTranspose_mul, hXi, hRi, Matrix.sub_mul, Matrix.mul_sub, Matrix.mul_sub,
     e1, e2, e3]
```
